# Every proper rotation in three dimensions is a zyz Euler product

Q: A water molecule, treated as rigid, tumbles in a gas. I record its orientation by three angles: a turn about z, a tilt about y, another turn about z. Could it reach an orientation that no such triple describes?

A: No. Let $R$ be the real matrix that carries the reference orientation to the current one, with $R^TR=1$ and $\det R=1$. Write $R_z(t)$ and $R_y(t)$ for the rotations by $t$ about z and y, and $e=(0,0,1)^T$. Indices run over 0, 1, 2.

First follow the z axis. The vector $n=Re$ has unit length, because $n^Tn=e^TR^TRe=1$. We want $a$ and $b$ with

$$R_z(a)R_y(b)e=(\cos a\sin b,\ \sin a\sin b,\ \cos b)^T=n.$$

Take $b=\arccos n_2\in[0,\pi]$, so that $n_0^2+n_1^2=1-\cos^2 b=\sin^2 b$. If $\sin b\neq0$, the point $(n_0/\sin b,\,n_1/\sin b)$ lies on the unit circle, and its angle is $a$. If $\sin b=0$, then $n_0=n_1=0$ and $a=0$ will do.

Q: That places one axis. What about the spin around it?

A: Put $Q=R_z(a)R_y(b)$ and $S=Q^TR$. Then $S$ is a rotation and $Se=Q^TQe=e$, so its third column is $e$. Since $SS^T=1$, the third row has unit length: $S_{20}^2+S_{21}^2+1=1$, hence $S_{20}=S_{21}=0$. The remaining block has columns of unit length and determinant 1, so

$$(S_{11}-S_{00})^2+(S_{01}+S_{10})^2=1+1-2=0.$$

Thus $S_{11}=S_{00}$ and $S_{01}=-S_{10}$. Choosing $c$ with $\cos c=S_{00}$ and $\sin c=S_{10}$ gives $S=R_z(c)$, and $R=QS=R_z(a)R_y(b)R_z(c)$.

Q: Euler angles are notorious for conflicting conventions. Which ones does the Lean code fix?

A: The matrices are written out explicitly and act on column vectors. In `eulerZYZ a b c`, the turn by `c` therefore acts first, and all axes are fixed in space.

```lean
import Mathlib

open Matrix Real

namespace EulerAnglesZYZ

noncomputable section

/-- Rotation by the angle `t` about the z axis. -/
def Rz (t : ℝ) : Matrix (Fin 3) (Fin 3) ℝ :=
  !![cos t, -sin t, 0; sin t, cos t, 0; 0, 0, 1]

/-- Rotation by the angle `t` about the y axis. -/
def Ry (t : ℝ) : Matrix (Fin 3) (Fin 3) ℝ :=
  !![cos t, 0, sin t; 0, 1, 0; -sin t, 0, cos t]

/-- The product `Rz a * Ry b * Rz c` with zyz Euler angles `a`, `b`, `c`. -/
def eulerZYZ (a b c : ℝ) : Matrix (Fin 3) (Fin 3) ℝ := Rz a * Ry b * Rz c
```

Q: And does "rotation" exclude mirror images?

A: Yes, through the determinant condition in `IsRotation`. Orthogonality expresses rigidity: lengths and angles are preserved. Translation and vibration are absent from the model.

```lean
/-- A proper rotation: an orthogonal matrix of determinant one. -/
def IsRotation (R : Matrix (Fin 3) (Fin 3) ℝ) : Prop := Rᵀ * R = 1 ∧ R.det = 1

/-- The unit vector along z. -/
def zAxis : Fin 3 → ℝ := ![0, 0, 1]
```

Q: Does anything check that these matrices really are rotations?

A: The next two lemmas do. The first checks entries and determinants using $\sin^2t+\cos^2t=1$; the second shows that products of rotations are rotations.

```lean
/-- The elementary matrices about the z and y axes are proper rotations. -/
theorem isRotation_elementary (t : ℝ) : IsRotation (Rz t) ∧ IsRotation (Ry t) := by
  have h := sin_sq_add_cos_sq t
  refine ⟨⟨?_, ?_⟩, ⟨?_, ?_⟩⟩
  · ext i j
    fin_cases i <;> fin_cases j <;>
      simp [Rz, Matrix.mul_apply, Fin.sum_univ_three] <;> nlinarith
  · rw [Matrix.det_fin_three]
    simp [Rz]
    nlinarith
  · ext i j
    fin_cases i <;> fin_cases j <;>
      simp [Ry, Matrix.mul_apply, Fin.sum_univ_three] <;> nlinarith
  · rw [Matrix.det_fin_three]
    simp [Ry]
    nlinarith

/-- Two proper rotations carried out in succession form a proper rotation. -/
theorem IsRotation.mul {A B : Matrix (Fin 3) (Fin 3) ℝ}
    (hA : IsRotation A) (hB : IsRotation B) : IsRotation (A * B) := by
  constructor
  · calc (A * B)ᵀ * (A * B) = Bᵀ * (Aᵀ * A) * B := by
          simp only [Matrix.transpose_mul, Matrix.mul_assoc]
      _ = 1 := by rw [hA.1, mul_one, hB.1]
  · rw [Matrix.det_mul, hA.2, hB.2, mul_one]
```

Q: Where do the angles come from?

A: `exists_circle_angle` takes the argument of the complex number $x+iy$. `exists_tilt` then finds $a$ and $b$, splitting on whether `sin b = 0`, as above.

```lean
/-- Every point of the unit circle has an angle in `(-π, π]`. -/
theorem exists_circle_angle (x y : ℝ) (h : x ^ 2 + y ^ 2 = 1) :
    ∃ t ∈ Set.Ioc (-π) π, cos t = x ∧ sin t = y := by
  have hsq : ‖(⟨x, y⟩ : ℂ)‖ ^ 2 = 1 := by
    rw [Complex.sq_norm, Complex.normSq_apply]
    linarith
  have hn : ‖(⟨x, y⟩ : ℂ)‖ = 1 := by
    have := norm_nonneg (⟨x, y⟩ : ℂ)
    nlinarith
  have h0 : (⟨x, y⟩ : ℂ) ≠ 0 := by
    intro hz
    rw [hz, norm_zero] at hn
    exact zero_ne_one hn
  refine ⟨Complex.arg ⟨x, y⟩, Complex.arg_mem_Ioc _, ?_, ?_⟩
  · rw [Complex.cos_arg h0, hn, div_one]
  · rw [Complex.sin_arg, hn, div_one]

/-- Every unit vector is reached from the z axis by a rotation about y through an angle
in `[0, π]` followed by a rotation about z. -/
theorem exists_tilt (n : Fin 3 → ℝ) (hn : n ⬝ᵥ n = 1) :
    ∃ a ∈ Set.Ioc (-π) π, ∃ b ∈ Set.Icc 0 π, (Rz a * Ry b) *ᵥ zAxis = n := by
  have h : n 0 * n 0 + n 1 * n 1 + n 2 * n 2 = 1 := by
    simpa only [dotProduct, Fin.sum_univ_three] using hn
  -- the polar angle comes from the z component
  obtain ⟨b, hb, hcb⟩ : ∃ b ∈ Set.Icc 0 π, cos b = n 2 :=
    ⟨arccos (n 2), ⟨arccos_nonneg _, arccos_le_pi _⟩,
      cos_arccos (by nlinarith [sq_nonneg (n 0), sq_nonneg (n 1)])
        (by nlinarith [sq_nonneg (n 0), sq_nonneg (n 1)])⟩
  have hsb : n 0 ^ 2 + n 1 ^ 2 = sin b ^ 2 := by
    have := sin_sq_add_cos_sq b
    rw [hcb] at this
    linarith
  -- the azimuth comes from the other two, and is arbitrary at the poles
  obtain ⟨a, ha, hx, hy⟩ : ∃ a ∈ Set.Ioc (-π) π,
      cos a * sin b = n 0 ∧ sin a * sin b = n 1 := by
    by_cases hs : sin b = 0
    · rw [hs] at hsb
      have h0 : n 0 = 0 := pow_eq_zero_iff two_ne_zero |>.mp
        (by nlinarith [sq_nonneg (n 0), sq_nonneg (n 1)])
      have h1 : n 1 = 0 := pow_eq_zero_iff two_ne_zero |>.mp
        (by nlinarith [sq_nonneg (n 0), sq_nonneg (n 1)])
      exact ⟨0, ⟨by linarith [pi_pos], pi_pos.le⟩,
        by rw [hs, h0, mul_zero], by rw [hs, h1, mul_zero]⟩
    · obtain ⟨a, ha, hc, hd⟩ := exists_circle_angle (n 0 / sin b) (n 1 / sin b) (by
        rw [div_pow, div_pow, ← add_div, hsb]
        exact div_self (pow_ne_zero 2 hs))
      exact ⟨a, ha, by rw [hc]; exact div_mul_cancel₀ _ hs,
        by rw [hd]; exact div_mul_cancel₀ _ hs⟩
  refine ⟨a, ha, b, hb, ?_⟩
  ext i
  fin_cases i <;> simp [Rz, Ry, zAxis, Matrix.mulVec, dotProduct, Matrix.mul_apply,
    Fin.sum_univ_three, hx, hy, hcb]
```

The residual spin comes next. `mul_eq_one_comm` turns $S^TS=1$ into $SS^T=1$, and the `linear_combination` line is the sum-of-squares identity.

```lean
/-- A proper rotation that leaves the z axis in place is a rotation about z. -/
theorem eq_Rz_of_fixes_zAxis {S : Matrix (Fin 3) (Fin 3) ℝ} (hS : IsRotation S)
    (hz : S *ᵥ zAxis = zAxis) : ∃ c ∈ Set.Ioc (-π) π, S = Rz c := by
  have h0 : S 0 2 = 0 := by
    simpa [zAxis, Matrix.mulVec, dotProduct, Fin.sum_univ_three] using congrFun hz 0
  have h1 : S 1 2 = 0 := by
    simpa [zAxis, Matrix.mulVec, dotProduct, Fin.sum_univ_three] using congrFun hz 1
  have h2 : S 2 2 = 1 := by
    simpa [zAxis, Matrix.mulVec, dotProduct, Fin.sum_univ_three] using congrFun hz 2
  have hS' : S * Sᵀ = 1 := mul_eq_one_comm.mp hS.1
  have r := congrFun (congrFun hS' 2) 2
  have p := congrFun (congrFun hS.1 0) 0
  have q := congrFun (congrFun hS.1 1) 1
  have d := hS.2
  simp only [Matrix.mul_apply, Fin.sum_univ_three, Matrix.transpose_apply,
    Matrix.one_apply_eq] at r p q
  rw [Matrix.det_fin_three] at d
  -- the third row has unit length, so its first two entries vanish
  rw [h2] at r
  have h20 : S 2 0 = 0 := pow_eq_zero_iff two_ne_zero |>.mp
    (by nlinarith [sq_nonneg (S 2 0), sq_nonneg (S 2 1)])
  have h21 : S 2 1 = 0 := pow_eq_zero_iff two_ne_zero |>.mp
    (by nlinarith [sq_nonneg (S 2 0), sq_nonneg (S 2 1)])
  rw [h20] at p
  rw [h21] at q
  rw [h0, h1, h2, h20, h21] at d
  -- the determinant fixes the second column of the remaining block
  have hsum : (S 1 1 - S 0 0) ^ 2 + (S 0 1 + S 1 0) ^ 2 = 0 := by
    linear_combination p + q - 2 * d
  have e1 : S 1 1 - S 0 0 = 0 := pow_eq_zero_iff two_ne_zero |>.mp
    (by linarith [sq_nonneg (S 1 1 - S 0 0), sq_nonneg (S 0 1 + S 1 0)])
  have e2 : S 0 1 + S 1 0 = 0 := pow_eq_zero_iff two_ne_zero |>.mp
    (by linarith [sq_nonneg (S 1 1 - S 0 0), sq_nonneg (S 0 1 + S 1 0)])
  have h11 : S 1 1 = S 0 0 := by linarith
  have h01 : S 0 1 = -S 1 0 := by linarith
  obtain ⟨c, hc, hcos, hsin⟩ := exists_circle_angle (S 0 0) (S 1 0) (by linarith)
  refine ⟨c, hc, ?_⟩
  ext i j
  fin_cases i <;> fin_cases j <;>
    simp [Rz, h0, h1, h2, h20, h21, h11, h01, hcos, hsin]
```

Q: So what does the main theorem say in words?

A: For every `R` satisfying `IsRotation`, there are `a` and `c` in $(-\pi,\pi]$ and `b` in $[0,\pi]$ with `R = eulerZYZ a b c`. The proof builds $Q$, applies the previous lemma to $Q^TR$, and multiplies back by $Q$. For a rigid rotor in quantum mechanics, a wave function written in these angles therefore leaves out no orientation.

```lean
/-- Every proper rotation is a zyz Euler product with outer angles in `(-π, π]` and
middle angle in `[0, π]`. -/
theorem exists_eulerZYZ {R : Matrix (Fin 3) (Fin 3) ℝ} (hR : IsRotation R) :
    ∃ a ∈ Set.Ioc (-π) π, ∃ b ∈ Set.Icc 0 π, ∃ c ∈ Set.Ioc (-π) π,
      R = eulerZYZ a b c := by
  have hu : (R *ᵥ zAxis) ⬝ᵥ (R *ᵥ zAxis) = 1 := by
    have h := congrFun (congrFun hR.1 2) 2
    simp only [Matrix.mul_apply, Fin.sum_univ_three, Matrix.transpose_apply,
      Matrix.one_apply_eq] at h
    simpa [zAxis, Matrix.mulVec, dotProduct, Fin.sum_univ_three] using h
  -- match the image of the z axis, then undo that tilt
  obtain ⟨a, ha, b, hb, hn⟩ := exists_tilt _ hu
  have hQ := (isRotation_elementary a).1.mul (isRotation_elementary b).2
  have hQ' := mul_eq_one_comm.mp hQ.1
  have hT : IsRotation (Rz a * Ry b)ᵀ :=
    ⟨by rw [Matrix.transpose_transpose]; exact hQ',
      by rw [Matrix.det_transpose]; exact hQ.2⟩
  -- what remains fixes the z axis
  obtain ⟨c, hc, hS⟩ := eq_Rz_of_fixes_zAxis (hT.mul hR) (by
    rw [← Matrix.mulVec_mulVec, ← hn, Matrix.mulVec_mulVec, hQ.1, Matrix.one_mulVec])
  refine ⟨a, ha, b, hb, c, hc, ?_⟩
  unfold eulerZYZ
  rw [← hS, ← Matrix.mul_assoc, hQ', one_mul]
```

The converse follows from closure under products.

```lean
/-- Conversely, every zyz Euler product is a proper rotation. -/
theorem isRotation_eulerZYZ (a b c : ℝ) : IsRotation (eulerZYZ a b c) :=
  ((isRotation_elementary a).1.mul (isRotation_elementary b).2).mul
    (isRotation_elementary c).1
```

Q: Does each orientation have only one triple?

A: With the middle angle kept in $[0,\pi]$ and the outer angles taken modulo $2\pi$, it does whenever $0<b<\pi$. The corner entry gives $\cos b$, which is injective on $[0,\pi]$. Cancelling $\sin b\neq0$ in the third column fixes $\cos a$ and $\sin a$; the third row does the same for $c$.

```lean
/-- The third column and third row of a zyz Euler product in terms of its angles. -/
theorem eulerZYZ_entries (a b c : ℝ) :
    eulerZYZ a b c 2 2 = cos b ∧
    eulerZYZ a b c 0 2 = cos a * sin b ∧ eulerZYZ a b c 1 2 = sin a * sin b ∧
    eulerZYZ a b c 2 0 = -(sin b * cos c) ∧ eulerZYZ a b c 2 1 = sin b * sin c := by
  refine ⟨?_, ?_, ?_, ?_, ?_⟩ <;>
    simp [eulerZYZ, Rz, Ry, Matrix.mul_apply, Fin.sum_univ_three]

/-- If the middle angle lies strictly between `0` and `π`, the rotation determines it
within `[0, π]` and determines the two outer angles modulo `2π`. -/
theorem eulerZYZ_unique {a b c a' b' c' : ℝ} (hb : b ∈ Set.Ioo 0 π)
    (hb' : b' ∈ Set.Icc 0 π) (h : eulerZYZ a b c = eulerZYZ a' b' c') :
    b = b' ∧ (a : Real.Angle) = a' ∧ (c : Real.Angle) = c' := by
  obtain ⟨p1, p2, p3, p4, p5⟩ := eulerZYZ_entries a b c
  obtain ⟨q1, q2, q3, q4, q5⟩ := eulerZYZ_entries a' b' c'
  rw [h] at p1 p2 p3 p4 p5
  have hbb : b = b' :=
    Real.injOn_cos ⟨hb.1.le, hb.2.le⟩ hb' (p1.symm.trans q1)
  subst hbb
  -- away from the poles the common factor sin b can be cancelled
  have hs : sin b ≠ 0 := (sin_pos_of_pos_of_lt_pi hb.1 hb.2).ne'
  refine ⟨rfl, Real.Angle.cos_sin_inj ?_ ?_, Real.Angle.cos_sin_inj ?_ ?_⟩
  · exact mul_right_cancel₀ hs (p2.symm.trans q2)
  · exact mul_right_cancel₀ hs (p3.symm.trans q3)
  · exact mul_left_cancel₀ hs (neg_injective (p4.symm.trans q4))
  · exact mul_left_cancel₀ hs (p5.symm.trans q5)

end

end EulerAnglesZYZ
```

```lean
#print axioms EulerAnglesZYZ.exists_eulerZYZ
#print axioms EulerAnglesZYZ.isRotation_eulerZYZ
#print axioms EulerAnglesZYZ.eulerZYZ_unique
```

```
'EulerAnglesZYZ.exists_eulerZYZ' depends on axioms: [propext, Classical.choice, Quot.sound]
'EulerAnglesZYZ.isRotation_eulerZYZ' depends on axioms: [propext, Classical.choice, Quot.sound]
'EulerAnglesZYZ.eulerZYZ_unique' depends on axioms: [propext, Classical.choice, Quot.sound]
```

Q: And at the poles?

A: The uniqueness theorem leaves them out, with good reason: at $b=0$ the product is $R_z(a+c)$, so only the sum of the outer angles matters, and at $b=\pi$ it is $R_z(a-c)R_y(\pi)$, so only their difference does.

Q: Would another model have avoided "modulo $2\pi$"?

A: Yes. If `a` and `c` had type `Real.Angle`, the reals modulo $2\pi$, their intervals would disappear from the existence theorem and uniqueness would be plain equality. The price is that a program storing real numbers would still have to choose representatives, which the present version supplies.
